# The exponential of a scaled projector: exp(zP) = 1 + (e^z − 1)P

For a finite complex matrix P with P² = P and any complex number z, the declaration `exp_smul_idempotent` states that exp(zP) = 1 + (e^z − 1)P. In physical terms, the exponential multiplies states in the range of the projector by e^z and leaves those in its kernel unchanged; P need not be Hermitian, so the projection may be oblique. The attempt computes P exp(zP) and (1 − P) exp(zP) separately, using the preceding lemma on intertwined exponentials, and combines the two. For the first it needs the auxiliary fact `hz`, that the exponential of z times the identity is e^z times the identity, which it seeks by way of diagonal matrices.

In Lean, a first try:

```lean
import Mathlib

open Matrix
open NormedSpace (exp)
open scoped Kronecker

namespace GutzwillerTranscorrelation

noncomputable section

variable {Λ m : Type*} [Fintype Λ] [DecidableEq Λ] [Fintype m] [DecidableEq m]

/-- An operator that intertwines two matrices also intertwines their exponentials. -/
theorem mul_exp_of_intertwine {X A B : Matrix m m ℂ} (h : X * A = B * X) :
    X * exp A = exp B * X := by
  have hs : ∀ M : Matrix m m ℂ,
      HasSum (fun k : ℕ => ((k.factorial : ℂ)⁻¹) • M ^ k) (exp M) := by
    intro M
    let : NormedRing (Matrix m m ℂ) := Matrix.linftyOpNormedRing
    let : NormedAlgebra ℂ (Matrix m m ℂ) := Matrix.linftyOpNormedAlgebra
    exact NormedSpace.exp_series_hasSum_exp' (𝕂 := ℂ) M
  have hp : ∀ k : ℕ, X * A ^ k = B ^ k * X := fun k =>
    ((show SemiconjBy X A B from h).pow_right k).eq
  refine ((hs A).mul_left X).unique ?_
  simpa only [mul_smul_comm, smul_mul_assoc, hp] using (hs B).mul_right X

/-- The exponential of a multiple of an idempotent is linear in that idempotent. -/
theorem exp_smul_idempotent {P : Matrix m m ℂ} (hP : P * P = P) (z : ℂ) :
    exp (z • P) = 1 + (Complex.exp z - 1) • P := by
  have hz : exp (z • (1 : Matrix m m ℂ)) = Complex.exp z • (1 : Matrix m m ℂ) := by
    rw [Matrix.smul_one_eq_diagonal, Matrix.exp_diagonal, Matrix.smul_one_eq_diagonal]
    congr 1
    ext i
    rw [Pi.exp_apply, Complex.exp_eq_exp_ℂ]
  -- on the range of P the exponent acts as z, on the complement as zero
  have h1 : P * exp (z • P) = exp (z • (1 : Matrix m m ℂ)) * P :=
    mul_exp_of_intertwine (by rw [mul_smul_comm, hP, smul_mul_assoc, one_mul])
  have h2 : (1 - P) * exp (z • P) = exp 0 * (1 - P) :=
    mul_exp_of_intertwine (by rw [mul_smul_comm, sub_mul, one_mul, hP, sub_self, smul_zero,
      zero_mul])
  rw [NormedSpace.exp_zero, one_mul, sub_mul, one_mul, h1, hz, smul_mul_assoc, one_mul] at h2
  linear_combination (norm := module) h2

end

end GutzwillerTranscorrelation
```

The compiler's answer:

```
Main.lean:34:8: error(lean.unknownIdentifier): Unknown identifier `Pi.exp_apply`
```

As a diff, the version that Lean accepts:

```diff
@@ -29,8 +29,13 @@
     exp (z • P) = 1 + (Complex.exp z - 1) • P := by
   have hz : exp (z • (1 : Matrix m m ℂ)) = Complex.exp z • (1 : Matrix m m ℂ) := by
-    rw [Matrix.smul_one_eq_diagonal, Matrix.exp_diagonal, Matrix.smul_one_eq_diagonal]
-    congr 1
-    ext i
-    rw [Pi.exp_apply, Complex.exp_eq_exp_ℂ]
+    have s1 : HasSum (fun k : ℕ => ((k.factorial : ℂ)⁻¹) • (z • (1 : Matrix m m ℂ)) ^ k)
+        (exp (z • (1 : Matrix m m ℂ))) := by
+      let : NormedRing (Matrix m m ℂ) := Matrix.linftyOpNormedRing
+      let : NormedAlgebra ℂ (Matrix m m ℂ) := Matrix.linftyOpNormedAlgebra
+      exact NormedSpace.exp_series_hasSum_exp' (𝕂 := ℂ) (z • (1 : Matrix m m ℂ))
+    have s2 := (NormedSpace.exp_series_hasSum_exp' (𝕂 := ℂ) z).smul_const (1 : Matrix m m ℂ)
+    rw [Complex.exp_eq_exp_ℂ]
+    refine s1.unique ?_
+    simpa only [smul_pow, one_pow, smul_smul, smul_eq_mul] using s2
   -- on the range of P the exponent acts as z, on the complement as zero
   have h1 : P * exp (z • P) = exp (z • (1 : Matrix m m ℂ)) * P :=
```

Cause. The message says that Lean finds nothing called `Pi.exp_apply` in this file. The proof of `hz` had reduced the matter to diagonal entries and cited that name to evaluate the exponential of a function at an index `i`. As the name does not resolve, the rewrite fails; the message finds no fault with the mathematics.

The repair drops the diagonal route, and with it the need for the name. `s1` says that the exponential series of `z • 1` sums to its matrix exponential, with a norm supplied locally as in the preceding lemma. `s2` takes the scalar series for z and multiplies it by the identity matrix. `Complex.exp_eq_exp_ℂ` puts the complex exponential of the goal in the general form used by `s2`. Since a series has only one sum here, `s1.unique` leaves only the task of showing that the first series also has the second sum, and `simpa` does this by matching the terms, using (z·1)^k = z^k·1. The rest of the proof is unchanged.
